# Massive free Dirac particle on an even ring: the level $E=m$ is twofold for central differences and simple for the forward difference

On a one-dimensional periodic grid with an even number $N$ of sites, the Dirac matrix for a two-component state (one upper and one lower function, without spin)

$$H=\begin{pmatrix} m & D^\dagger\\ D & -m\end{pmatrix},\qquad m\neq 0,$$

has as its eigenspace at $E=m$ the kernel of the difference matrix $D$, placed in the upper component. If $D$ is the central difference, this space has dimension two: besides the constant function it contains one that changes sign from site to site. If $D$ is the staggered forward difference, only the constant function is left.

I can make this plausible by inserting the two functions, but I would like a full argument that nothing else sits at $E=m$, and a version that a proof assistant has checked. How does that go in Lean 4 with Mathlib?

## States at $E=\pm m$ live in one component

The claim is correct, and its first half holds for every complex matrix $D$, square or rectangular. Write a state as $\psi=(u,v)$, with upper component $u$ and lower component $v$. The equation $H\psi=E\psi$ reads

$$m u+D^\dagger v=E u,\qquad D u-m v=E v .$$

At $E=m$ the first equation gives $D^\dagger v=0$ and the second gives $Du=2mv$. Applying $D^\dagger$ to the latter,

$$D^\dagger D u=2m\,D^\dagger v=0,\qquad\text{so}\qquad \|Du\|^2=u^\dagger D^\dagger D u=0 .$$

Hence $Du=0$, then $2mv=0$, and $v=0$ because $m\neq0$. Conversely, if $Du=0$, then $(u,0)$ satisfies both equations.

At $E=-m$ the equations become $Du=0$ and $D^\dagger v=-2mu$. Now $DD^\dagger v=-2m\,Du=0$, so $\|D^\dagger v\|^2=0$, which gives $D^\dagger v=0$ and $u=0$. Conversely, every $(0,v)$ with $D^\dagger v=0$ is a solution. This level is therefore $\ker D^\dagger$ in the lower component.

Let there be $n$ upper and $k$ lower grid points, and let $r$ be the common rank of $D$ and $D^\dagger$. Rank–nullity gives $\dim\ker D=n-r$ and $\dim\ker D^\dagger=k-r$, so

$$\dim\ker D+k=\dim\ker D^\dagger+n .$$

With equally many points for both components, the two levels have the same degeneracy.

## Kernels of the two stencils

Let the sites be $j=0,\dots,N-1$, counted modulo $N$, with spacing $h\neq0$.

**Central difference.** Here $(Du)_j=(u_{j+1}-u_{j-1})/(2h)$. If $Du=0$, then $u_{j+2}=u_j$ for all $j$, so $u_0$ and $u_1$ fix everything. With $a=(u_0+u_1)/2$ and $b=(u_0-u_1)/2$,

$$u_j=a+b(-1)^j .$$

This is right at $j=0$ and $j=1$, and both sides are unchanged under $j\to j+2$. Conversely, the constant function has equal values at $j+1$ and $j-1$. So does the alternating one, including across the seam between $N-1$ and $0$, because $N$ is even. The two are linearly independent: if $s+t(-1)^j=0$ for all $j$, then sites 0 and 1 give $s+t=0$ and $s-t=0$, so $s=t=0$. The dimension is two.

**Forward difference.** Here $(Du)_j=(u_{j+1}-u_j)/h$. If $Du=0$, then $u_{j+1}=u_j$, so $u$ is constant around the ring. Every constant is a solution, and the dimension is one.

The modes are written without normalisation; the unit vectors are $1/\sqrt N$ and $(-1)^j/\sqrt N$ in the upper component.

For the free massive particle on a uniform periodic grid with an even number of sites, this shows how a central stencil places a state that oscillates on the scale of the grid at the same energy as the smooth constant state. Such spurious states are a concern when Dirac equations are discretised for relativistic electronic structure.

## What the Lean definitions and theorems say

`diracH m D` is the block matrix $H$. The finite types `n` and `k` label the upper and lower grid points, whose numbers were called $n$ and $k$ above; `n ⊕ k` labels both together, and `Dᴴ` is $D^\dagger$. The real number `m` stands for the rest energy, in units where $\hbar=c=1$. The hypothesis `m ≠ 0` says that the particle is massive, which keeps the levels $m$ and $-m$ apart; the sign of `m` is free.

`level m D E` is the space of all solutions of $H\psi=E\psi$, including zero. It is a nonzero space exactly when $E$ is an eigenvalue. The linear maps `upper` and `lower` put a function into one component and zero into the other, and `finrank ℂ` is the complex dimension.

The general theorems are `level_pos` and `level_neg`, which identify the two levels, and `degeneracy_balance`, which relates their dimensions.

For the ring, sites are elements of `ZMod N`, and `NeZero N` requires at least one site. `forwardDiff N h` and `centralDiff N h` are the two stencils as explicit matrices, with real nonzero `h`. In the staggered reading, entry $j$ of the lower component belongs to the link between sites $j$ and $j+1$; the matrix itself records only the index.

- `central_level` assumes that $N$ is even and states both the spanning set, `upper 1` and `upper (alternating N)`, and the dimension 2. It already holds at $N=2$, where the central difference matrix is zero.
- `forward_level` gives the span of `upper 1` and the dimension 1 for every $N\ge1$, odd or even.

The model has a constant mass term and no potential. The ring theorems concern a uniform one-dimensional grid, without the $\kappa/r$ term of the radial equation, where $\kappa$ is the relativistic angular quantum number, and without the radial boundary conditions. They describe the level $E=m$, not the rest of the spectrum, and make no statement about the limit $h\to0$.

```lean
import Mathlib

open Matrix Module
open scoped ComplexOrder

namespace DiracThresholdLevels

noncomputable section

variable {n k : Type*} [Fintype n] [DecidableEq n] [Fintype k] [DecidableEq k]

/-- The discretised Dirac Hamiltonian with mass term `m` and kinetic coupling `D` from the
upper to the lower component. -/
def diracH (m : ℝ) (D : Matrix k n ℂ) : Matrix (n ⊕ k) (n ⊕ k) ℂ :=
  fromBlocks ((m : ℂ) • 1) Dᴴ D (-((m : ℂ) • 1))

/-- The space of solutions of `H ψ = E ψ` for the discretised Dirac Hamiltonian. -/
def level (m : ℝ) (D : Matrix k n ℂ) (E : ℂ) : Submodule ℂ (n ⊕ k → ℂ) :=
  End.eigenspace (diracH m D).mulVecLin E

/-- The two-component state with upper component `u` and vanishing lower component. -/
def upper : (n → ℂ) →ₗ[ℂ] (n ⊕ k → ℂ) where
  toFun u := Sum.elim u 0
  map_add' u v := by ext (i | i) <;> simp
  map_smul' c u := by ext (i | i) <;> simp

/-- The two-component state with lower component `v` and vanishing upper component. -/
def lower : (k → ℂ) →ₗ[ℂ] (n ⊕ k → ℂ) where
  toFun v := Sum.elim 0 v
  map_add' u v := by ext (i | i) <;> simp
  map_smul' c u := by ext (i | i) <;> simp

/-- The Dirac eigenvalue equation written as two coupled equations for the components. -/
theorem mem_level_iff (m : ℝ) (D : Matrix k n ℂ) (E : ℂ) (u : n → ℂ) (v : k → ℂ) :
    Sum.elim u v ∈ level m D E ↔
      (m : ℂ) • u + Dᴴ *ᵥ v = E • u ∧ D *ᵥ u + -((m : ℂ) • v) = E • v := by
  rw [level, End.mem_eigenspace_iff, mulVecLin_apply, diracH]
  simp only [fromBlocks_mulVec, Sum.elim_comp_inl, Sum.elim_comp_inr,
    Matrix.neg_mulVec, Matrix.smul_mulVec, Matrix.one_mulVec]
  constructor
  · intro h
    exact ⟨funext fun i => congrFun h (Sum.inl i), funext fun i => congrFun h (Sum.inr i)⟩
  · rintro ⟨h1, h2⟩
    funext x
    rcases x with i | i
    · exact congrFun h1 i
    · exact congrFun h2 i

/-- For nonzero mass term, the states at `E = m` are exactly the kernel of `D` placed in the
upper component. -/
theorem level_pos {m : ℝ} (hm : m ≠ 0) (D : Matrix k n ℂ) :
    level m D (m : ℂ) = (LinearMap.ker D.mulVecLin).map upper := by
  ext ψ
  obtain ⟨u, v, rfl⟩ : ∃ u v, ψ = Sum.elim u v :=
    ⟨ψ ∘ Sum.inl, ψ ∘ Sum.inr, (Sum.elim_comp_inl_inr ψ).symm⟩
  rw [mem_level_iff, Submodule.mem_map]
  constructor
  · rintro ⟨h1, h2⟩
    have hv : Dᴴ *ᵥ v = 0 := add_eq_left.mp h1
    have hDu : D *ᵥ u = (2 * (m : ℂ)) • v := by
      linear_combination (norm := module) h2
    -- `D† D u = 0` forces `D u = 0`
    have hD0 : D *ᵥ u = 0 := by
      apply (conjTranspose_mul_self_mulVec_eq_zero D u).mp
      rw [← mulVec_mulVec, hDu, mulVec_smul, hv, smul_zero]
    have hv0 : v = 0 := (smul_eq_zero.mp (hDu.symm.trans hD0)).resolve_left
      (mul_ne_zero two_ne_zero (Complex.ofReal_ne_zero.mpr hm))
    exact ⟨u, LinearMap.mem_ker.mpr hD0, by rw [hv0]; rfl⟩
  · rintro ⟨w, hw, h⟩
    have hu : w = u := funext fun i => congrFun h (Sum.inl i)
    have hv : v = 0 := funext fun i => (congrFun h (Sum.inr i)).symm
    have hw' : D *ᵥ w = 0 := hw
    rw [hu] at hw'
    exact ⟨by simp [hv], by simp [hv, hw']⟩

/-- For nonzero mass term, the states at `E = -m` are exactly the kernel of the adjoint of `D`
placed in the lower component. -/
theorem level_neg {m : ℝ} (hm : m ≠ 0) (D : Matrix k n ℂ) :
    level m D (-(m : ℂ)) = (LinearMap.ker Dᴴ.mulVecLin).map lower := by
  ext ψ
  obtain ⟨u, v, rfl⟩ : ∃ u v, ψ = Sum.elim u v :=
    ⟨ψ ∘ Sum.inl, ψ ∘ Sum.inr, (Sum.elim_comp_inl_inr ψ).symm⟩
  rw [mem_level_iff, Submodule.mem_map]
  constructor
  · rintro ⟨h1, h2⟩
    have hu : D *ᵥ u = 0 := by linear_combination (norm := module) h2
    have hDv : Dᴴ *ᵥ v = (-(2 * (m : ℂ))) • u := by
      linear_combination (norm := module) h1
    -- `D D† v = 0` forces `D† v = 0`
    have hD0 : Dᴴ *ᵥ v = 0 := by
      apply (self_mul_conjTranspose_mulVec_eq_zero D v).mp
      rw [← mulVec_mulVec, hDv, mulVec_smul, hu, smul_zero]
    have hu0 : u = 0 := (smul_eq_zero.mp (hDv.symm.trans hD0)).resolve_left
      (neg_ne_zero.mpr (mul_ne_zero two_ne_zero (Complex.ofReal_ne_zero.mpr hm)))
    exact ⟨v, LinearMap.mem_ker.mpr hD0, by rw [hu0]; rfl⟩
  · rintro ⟨w, hw, h⟩
    have hv : w = v := funext fun i => congrFun h (Sum.inr i)
    have hu : u = 0 := funext fun i => (congrFun h (Sum.inl i)).symm
    have hw' : Dᴴ *ᵥ w = 0 := hw
    rw [hv] at hw'
    exact ⟨by simp [hu, hw'], by simp [hu]⟩

/-- For nonzero mass term, the degeneracy at `E = m` is the dimension of the kernel of `D`. -/
theorem finrank_level_pos {m : ℝ} (hm : m ≠ 0) (D : Matrix k n ℂ) :
    finrank ℂ (level m D (m : ℂ)) = finrank ℂ (LinearMap.ker D.mulVecLin) := by
  rw [level_pos hm]
  have hi : Function.Injective (upper : (n → ℂ) →ₗ[ℂ] (n ⊕ k → ℂ)) :=
    fun a b h => funext fun i => congrFun h (Sum.inl i)
  exact (Submodule.equivMapOfInjective upper hi _).finrank_eq.symm

/-- For nonzero mass term, the degeneracies at `E = m` and `E = -m` differ by the difference between
the numbers of upper and lower grid points. -/
theorem degeneracy_balance {m : ℝ} (hm : m ≠ 0) (D : Matrix k n ℂ) :
    finrank ℂ (level m D (m : ℂ)) + Fintype.card k =
      finrank ℂ (level m D (-(m : ℂ))) + Fintype.card n := by
  have hi : Function.Injective (lower : (k → ℂ) →ₗ[ℂ] (n ⊕ k → ℂ)) :=
    fun a b h => funext fun i => congrFun h (Sum.inr i)
  have hneg : finrank ℂ (level m D (-(m : ℂ))) = finrank ℂ (LinearMap.ker Dᴴ.mulVecLin) := by
    rw [level_neg hm]
    exact (Submodule.equivMapOfInjective lower hi _).finrank_eq.symm
  -- rank-nullity for `D` and its adjoint, which have equal rank
  have h1 := LinearMap.finrank_range_add_finrank_ker D.mulVecLin
  have h2 := LinearMap.finrank_range_add_finrank_ker Dᴴ.mulVecLin
  have h3 := rank_conjTranspose D
  unfold Matrix.rank at h3
  rw [finrank_fintype_fun_eq_card] at h1 h2
  rw [finrank_level_pos hm, hneg]
  omega

variable (N : ℕ) [NeZero N]

/-- The forward difference `(u (j+1) - u j) / h` on the periodic grid. -/
def forwardDiff (h : ℝ) : Matrix (ZMod N) (ZMod N) ℂ :=
  of fun i j => ((if j = i + 1 then 1 else 0) - (if j = i then 1 else 0)) / (h : ℂ)

/-- The central difference `(u (j+1) - u (j-1)) / (2h)` on the periodic grid. -/
def centralDiff (h : ℝ) : Matrix (ZMod N) (ZMod N) ℂ :=
  of fun i j => ((if j = i + 1 then 1 else 0) - (if j = i - 1 then 1 else 0)) / (2 * (h : ℂ))

/-- The grid function that takes the value `(-1)^j` at site `j`. -/
def alternating : ZMod N → ℂ := fun j => (-1) ^ j.val

variable {N}

/-- On a ring with an even number of sites the alternating mode changes sign at every step. -/
theorem alternating_add_one (hN : Even N) (j : ZMod N) :
    alternating N (j + 1) = -alternating N j := by
  have hmod : ∀ a : ℕ, (-1 : ℂ) ^ (a % N) = (-1) ^ a := by
    intro a
    conv_rhs => rw [← Nat.mod_add_div a N, pow_add, pow_mul, hN.neg_one_pow, one_pow, mul_one]
  unfold alternating
  rw [ZMod.val_add, ZMod.val_one_eq_one_mod, Nat.add_mod_mod, hmod, pow_succ]
  ring

/-- For nonzero mass term and spacing, with central differences on an even ring, the level `E = m`
is spanned by the constant and the alternating upper component, and it is twofold degenerate. -/
theorem central_level (hN : Even N) {m h : ℝ} (hm : m ≠ 0) (hh : h ≠ 0) :
    level m (centralDiff N h) (m : ℂ) = Submodule.span ℂ {upper 1, upper (alternating N)} ∧
      finrank ℂ (level m (centralDiff N h) (m : ℂ)) = 2 := by
  have happ : ∀ (u : ZMod N → ℂ) (i : ZMod N),
      (centralDiff N h *ᵥ u) i = (u (i + 1) - u (i - 1)) / (2 * (h : ℂ)) := by
    intro u i
    simp [centralDiff, mulVec, dotProduct, div_mul_eq_mul_div, sub_mul, ← Finset.sum_div,
      Finset.sum_sub_distrib]
  have hker : LinearMap.ker (centralDiff N h).mulVecLin =
      Submodule.span ℂ {1, alternating N} := by
    ext u
    rw [LinearMap.mem_ker, Submodule.mem_span_pair, mulVecLin_apply]
    constructor
    · intro hu
      -- the stencil only links sites two steps apart
      have step : ∀ j, u (j + 2) = u j := by
        intro j
        have e := congrFun hu (j + 1)
        rw [happ, Pi.zero_apply, div_eq_zero_iff] at e
        have e' := sub_eq_zero.mp (e.resolve_right
          (mul_ne_zero two_ne_zero (Complex.ofReal_ne_zero.mpr hh)))
        rwa [add_sub_cancel_right, add_assoc, one_add_one_eq_two] at e'
      have key : ∀ l : ℕ,
          u (l : ZMod N) = (u 0 + u 1) / 2 + (u 0 - u 1) / 2 * (-1) ^ l ∧
          u ((l : ZMod N) + 1) = (u 0 + u 1) / 2 + (u 0 - u 1) / 2 * (-1) ^ (l + 1) := by
        intro l
        induction l with
        | zero =>
          exact ⟨by rw [Nat.cast_zero]; ring,
            by rw [Nat.cast_zero, zero_add (1 : ZMod N)]; ring⟩
        | succ l ih =>
          refine ⟨by rw [Nat.cast_succ]; exact ih.2, ?_⟩
          rw [Nat.cast_succ, add_assoc (l : ZMod N) 1 1, one_add_one_eq_two, step, ih.1]
          ring
      refine ⟨(u 0 + u 1) / 2, (u 0 - u 1) / 2, funext fun j => ?_⟩
      have hj := (key j.val).1
      rw [ZMod.natCast_zmod_val] at hj
      rw [hj]
      simp [alternating]
    · rintro ⟨a, b, rfl⟩
      funext j
      have e1 := alternating_add_one hN j
      have e2 := alternating_add_one hN (j - 1)
      rw [sub_add_cancel] at e2
      rw [happ]
      simp [e1, e2]
  -- the two modes are told apart by their values at sites 0 and 1
  have hli : LinearIndependent ℂ ![(1 : ZMod N → ℂ), alternating N] := by
    rw [LinearIndependent.pair_iff]
    intro s t hst
    have a0 : alternating N 0 = 1 := by simp [alternating]
    have a1 : alternating N 1 = -1 := by
      have := alternating_add_one hN 0
      rwa [zero_add, a0] at this
    have e0 := congrFun hst 0
    have e1 := congrFun hst 1
    simp only [Pi.add_apply, Pi.smul_apply, Pi.one_apply, Pi.zero_apply, smul_eq_mul,
      a0, a1] at e0 e1
    exact ⟨by linear_combination (e0 + e1) / 2, by linear_combination (e0 - e1) / 2⟩
  constructor
  · rw [level_pos hm, hker, Submodule.map_span, Set.image_pair]
  · have hr : Set.range ![(1 : ZMod N → ℂ), alternating N] = {1, alternating N} :=
      Matrix.range_cons_cons_empty _ _ _
    rw [finrank_level_pos hm, hker, ← hr, finrank_span_eq_card hli, Fintype.card_fin]

/-- For nonzero mass term and spacing, with the staggered forward difference, the level `E = m` is
spanned by the constant upper component, and it is nondegenerate. -/
theorem forward_level {m h : ℝ} (hm : m ≠ 0) (hh : h ≠ 0) :
    level m (forwardDiff N h) (m : ℂ) = Submodule.span ℂ {upper 1} ∧
      finrank ℂ (level m (forwardDiff N h) (m : ℂ)) = 1 := by
  have happ : ∀ (u : ZMod N → ℂ) (i : ZMod N),
      (forwardDiff N h *ᵥ u) i = (u (i + 1) - u i) / (h : ℂ) := by
    intro u i
    simp [forwardDiff, mulVec, dotProduct, div_mul_eq_mul_div, sub_mul, ← Finset.sum_div,
      Finset.sum_sub_distrib]
  have hker : LinearMap.ker (forwardDiff N h).mulVecLin = Submodule.span ℂ {1} := by
    ext u
    rw [LinearMap.mem_ker, Submodule.mem_span_singleton, mulVecLin_apply]
    constructor
    · intro hu
      -- neighbouring values agree, so `u` is constant around the ring
      have step : ∀ j, u (j + 1) = u j := by
        intro j
        have e := congrFun hu j
        rw [happ, Pi.zero_apply, div_eq_zero_iff] at e
        exact sub_eq_zero.mp (e.resolve_right (Complex.ofReal_ne_zero.mpr hh))
      have key : ∀ l : ℕ, u (l : ZMod N) = u 0 := by
        intro l
        induction l with
        | zero => rw [Nat.cast_zero]
        | succ l ih => rw [Nat.cast_succ, step, ih]
      refine ⟨u 0, funext fun j => ?_⟩
      have hj := key j.val
      rw [ZMod.natCast_zmod_val] at hj
      simp [hj]
    · rintro ⟨a, rfl⟩
      funext j
      rw [happ]
      simp
  constructor
  · rw [level_pos hm, hker, Submodule.map_span, Set.image_singleton]
  · rw [finrank_level_pos hm, hker]
    exact finrank_span_singleton one_ne_zero

end

end DiracThresholdLevels
```

```lean
#print axioms DiracThresholdLevels.degeneracy_balance
#print axioms DiracThresholdLevels.central_level
#print axioms DiracThresholdLevels.forward_level
```

```
'DiracThresholdLevels.degeneracy_balance' depends on axioms: [propext, Classical.choice, Quot.sound]
'DiracThresholdLevels.central_level' depends on axioms: [propext, Classical.choice, Quot.sound]
'DiracThresholdLevels.forward_level' depends on axioms: [propext, Classical.choice, Quot.sound]
```

## How the proof follows the algebra

`mem_level_iff` turns the matrix equation into the two component equations. One direction reads the block equation at upper and at lower indices; the other puts the two together again.

In `level_pos`, an arbitrary state is first split into `u` and `v`. The facts `hv` and `hDu` are $D^\dagger v=0$ and $Du=2mv$. The step from $D^\dagger Du=0$ to $Du=0$, done above with a norm, is Mathlib's `conjTranspose_mul_self_mulVec_eq_zero`. Then `hv0` divides by $2m$. The second half of the proof checks that a kernel vector in the upper component solves both equations. `level_neg` has the same structure, with the roles of $D$ and $D^\dagger$ exchanged.

`finrank_level_pos` uses the injectivity of `upper` to carry the dimension of $\ker D$ over to the level. `degeneracy_balance` does the same for `lower`, applies rank–nullity to $D$ and $D^\dagger$, equates their ranks by `rank_conjTranspose`, and leaves the integer arithmetic to `omega`.

`alternating_add_one` deals with the seam: since $N$ is even, reducing an exponent of $-1$ modulo $N$ does not change the power, so the mode changes sign at every step around the ring.

In `central_level`, `happ` evaluates the matrix as a stencil and `step` is $u_{j+2}=u_j$. The induction `key` carries the formula for two neighbouring sites at once, because the stencil links only sites two steps apart. Every site is the image of a natural number, so the formula reaches the whole ring. `hli` is the independence argument with sites 0 and 1. Finally, `level_pos` moves the spanning set into the upper component, and the dimension is the number of independent modes.

`forward_level` follows the same route with a one-step recursion, so its induction needs only the statement that each value equals `u 0`.
